# A pointwise bound on the Bargmann polynomial of an oscillator state with at most d quanta

In the Bargmann representation of a single oscillator mode, a state with at most $d$ quanta is a polynomial $p$ of degree at most $d$, with squared norm $\sum_n n!\,|p_n|^2$. The theorem `norm_eval_sq_le` states that, at every complex $z$, $|p(z)|^2$ is at most this squared norm times $\sum_{n=0}^{d} |z|^{2n}/n!$. The state need not be normalised; if it is, the bound is the cut-off exponential sum alone. The proof bounds $|p(z)|$ by $\sum_n |p_n|\,|z|^n$ with the triangle inequality, then applies the Cauchy–Schwarz inequality with weights $1/n!$ and $n!$.

An attempt in Lean 4 with a fault in it:

```lean
import Mathlib

open Polynomial ComplexConjugate Filter Topology

namespace BargmannHusimi

noncomputable section

/-- The Bargmann form `⟨p, q⟩ = ∑ n! conj(pₙ) qₙ` on polynomial states. -/
def bargmann (p q : ℂ[X]) : ℂ :=
  ∑ n ∈ p.support, (n.factorial : ℂ) * conj (p.coeff n) * q.coeff n

/-- The exponential series cut off after the term of order `d`. -/
def cutoffExp (d : ℕ) (x : ℝ) : ℝ :=
  ∑ n ∈ Finset.range (d + 1), x ^ n / (n.factorial : ℝ)

/-- The Bargmann form may be summed up to any bound on the degree of its first argument. -/
theorem bargmann_eq_sum_range {p : ℂ[X]} {d : ℕ} (hp : p.natDegree ≤ d) (q : ℂ[X]) :
    bargmann p q =
      ∑ n ∈ Finset.range (d + 1), (n.factorial : ℂ) * conj (p.coeff n) * q.coeff n := by
  unfold bargmann
  apply Finset.sum_subset
  · intro n hn
    have := le_natDegree_of_mem_supp n hn
    rw [Finset.mem_range]
    omega
  · intro n _ hn
    rw [notMem_support_iff.mp hn]
    simp

/-- The squared norm of a polynomial state is the real number `∑ n! |pₙ|²`. -/
theorem bargmann_self {p : ℂ[X]} {d : ℕ} (hp : p.natDegree ≤ d) :
    bargmann p p =
      ((∑ n ∈ Finset.range (d + 1), (n.factorial : ℝ) * ‖p.coeff n‖ ^ 2 : ℝ) : ℂ) := by
  rw [bargmann_eq_sum_range hp]
  push_cast
  refine Finset.sum_congr rfl fun n _ => ?_
  rw [mul_assoc, Complex.conj_mul']

/-- For a state of degree at most `d`, `|p(z)|²` is at most the squared norm of the state times
the exponential series in `|z|²` cut off at order `d`. -/
theorem norm_eval_sq_le {p : ℂ[X]} {d : ℕ} (hp : p.natDegree ≤ d) (z : ℂ) :
    ‖p.eval z‖ ^ 2 ≤ cutoffExp d (‖z‖ ^ 2) * (bargmann p p).re := by
  rw [bargmann_self hp, Complex.ofReal_re, cutoffExp]
  -- triangle inequality for the monomial expansion
  have h1 : ‖p.eval z‖ ≤ ∑ n ∈ Finset.range (d + 1), ‖p.coeff n‖ * ‖z‖ ^ n := by
    rw [eval_eq_sum_range' (n := d + 1) (by omega)]
    refine (norm_sum_le _ _).trans (le_of_eq ?_)
    exact Finset.sum_congr rfl fun n _ => by rw [norm_mul, norm_pow]
  -- Cauchy-Schwarz with weights 1/n! and n!
  refine (pow_le_pow_left₀ (norm_nonneg _) h1 2).trans ?_
  apply Finset.sum_sq_le_sum_mul_sum_of_sq_eq_mul
  · intro n _
    positivity
  · intro n _
    positivity
  · intro n _
    have hf : (n.factorial : ℝ) ≠ 0 := by exact_mod_cast n.factorial_ne_zero
    field_simp

end

end BargmannHusimi
```

The error:

```
Main.lean:52:8: warning: `Finset.sum_sq_le_sum_mul_sum_of_sq_eq_mul` has been deprecated: Use `Finset.sum_sq_le_sum_mul_sum_of_sq_le_mul` instead

Note: The updated constant has a different type:
  ∀ {ι : Type u_1} {R : Type u_2} [inst : CommSemiring R] [inst_1 : LinearOrder R] [IsStrictOrderedRing R]
    [ExistsAddOfLE R] (s : Finset ι) {r f g : ι → R},
    (∀ i ∈ s, 0 ≤ f i) →
      (∀ i ∈ s, 0 ≤ g i) → (∀ i ∈ s, r i ^ 2 ≤ f i * g i) → (∑ i ∈ s, r i) ^ 2 ≤ (∑ i ∈ s, f i) * ∑ i ∈ s, g i
instead of
  ∀ {ι : Type u_1} {R : Type u_2} [inst : CommSemiring R] [inst_1 : LinearOrder R] [IsStrictOrderedRing R]
    [ExistsAddOfLE R] (s : Finset ι) {r f g : ι → R},
    (∀ i ∈ s, 0 ≤ f i) →
      (∀ i ∈ s, 0 ≤ g i) → (∀ i ∈ s, r i ^ 2 = f i * g i) → (∑ i ∈ s, r i) ^ 2 ≤ (∑ i ∈ s, f i) * ∑ i ∈ s, g i
Main.lean:57:2: error: unsolved goals
case ht
p : ℂ[X]
d : ℕ
hp : p.natDegree ≤ d
z : ℂ
h1 : ‖eval z p‖ ≤ ∑ n ∈ Finset.range (d + 1), ‖p.coeff n‖ * ‖z‖ ^ n
n : ℕ
a✝ : n ∈ Finset.range (d + 1)
hf : ↑n.factorial ≠ 0
⊢ ‖p.coeff n‖ ^ 2 * (‖z‖ ^ n) ^ 2 = ‖p.coeff n‖ ^ 2 * (‖z‖ ^ 2) ^ n
```

What went wrong. The error is in the last condition of the Cauchy–Schwarz lemma, that the square of each term $|p_n|\,|z|^n$ equals the product of the matching terms of the two sums. `field_simp` cancels the factorials but leaves an equation whose sides differ only in `(‖z‖ ^ n) ^ 2` against `(‖z‖ ^ 2) ^ n`. Both are $|z|^{2n}$, but `field_simp` did not bring them to a common form, so the goal stayed open. The added `ring` normalises the nested powers, including the symbolic exponent `n`, and closes it.

The warning is a separate matter and did not cause the failure: `Finset.sum_sq_le_sum_mul_sum_of_sq_eq_mul` is deprecated in favour of `Finset.sum_sq_le_sum_mul_sum_of_sq_le_mul`. The new lemma asks for `≤` where the old one asked for `=`, so `apply le_of_eq` is added to reduce the condition to the same equality as before. These two changes only remove the deprecated name; the error itself is cured by `ring`.

Fix (accepted with no message):

```diff
@@ -50,5 +50,5 @@
   -- Cauchy-Schwarz with weights 1/n! and n!
   refine (pow_le_pow_left₀ (norm_nonneg _) h1 2).trans ?_
-  apply Finset.sum_sq_le_sum_mul_sum_of_sq_eq_mul
+  apply Finset.sum_sq_le_sum_mul_sum_of_sq_le_mul
   · intro n _
     positivity
@@ -57,5 +57,7 @@
   · intro n _
     have hf : (n.factorial : ℝ) ≠ 0 := by exact_mod_cast n.factorial_ne_zero
+    apply le_of_eq
     field_simp
+    ring
 
 end
```
